# Axially anisotropic vibration makes the 3/2 ↔ 1/2 quadrupole doublet of an untextured powder asymmetric

If the two lines of a Mössbauer quadrupole doublet from a powder differ in strength, the difference may be put down to preferred orientation of the crystallites or to a second site. Both readings can be wrong. In a randomly oriented powder with a single site, the lines can already differ when the nucleus vibrates more strongly along one direction than across it. For an axially symmetric site and a 3/2 ↔ 1/2 magnetic dipole transition, the sign of that anisotropy decides which line is weaker.

```lean
import Mathlib

open Set

namespace GoldanskiiKaryagin

noncomputable section
```

## Two angular patterns and a powder

Let $\theta$ be the angle between the gamma ray and the symmetry axis of the site, and let $u=\cos\theta$. The line $\pm3/2\leftrightarrow\pm1/2$ has the angular pattern $1+u^2$. In the names below, "pi" and "sigma" label the two lines; they refer neither to the number $\pi$ nor to a polarisation.

```lean
/-- Angular pattern of the `±3/2 ↔ ±1/2` line of the quadrupole doublet, where `u` is the cosine
of the angle between the gamma ray and the symmetry axis of the site. -/
def piPattern (u : ℝ) : ℝ := 1 + u ^ 2
```

On the same scale, the line $\pm1/2\leftrightarrow\pm1/2$ has the pattern $\tfrac53-u^2$.

```lean
/-- Angular pattern of the `±1/2 ↔ ±1/2` line of the quadrupole doublet, on the same scale. -/
def sigmaPattern (u : ℝ) : ℝ := 5 / 3 - u ^ 2
```

Random orientation gives equal weight to equal solid angles. Since $\sin\theta\,d\theta=-du$, this means equal weight in $u$ on $[-1,1]$. A line with pattern $w$ and recoil-free fraction $f$ then has the intensity
$$I=\int_{-1}^{1}w(u)\,f(u)\,du .$$
This is an integral without the factor $\tfrac12$, so the normalised powder average is half of it. The factor is common to both lines.

```lean
/-- Intensity of a line with angular pattern `w` and recoil-free fraction `f` in an untextured
powder: all values of the direction cosine `u` in `[-1, 1]` have equal weight. -/
def powderIntensity (w f : ℝ → ℝ) : ℝ := ∫ u in (-1 : ℝ)..1, w u * f u
```

Let the real number $a$ measure the vibrational anisotropy through the weight $e^{-au^2}$. The first line has the intensity
$$P(a)=\int_{-1}^{1}(1+u^2)\,e^{-au^2}\,du .$$

```lean
/-- Powder intensity `P` of the `±3/2 ↔ ±1/2` line for vibrational anisotropy `a`. -/
def piIntensity (a : ℝ) : ℝ := powderIntensity piPattern (fun u => Real.exp (-a * u ^ 2))
```

The second has
$$S(a)=\int_{-1}^{1}\left(\tfrac53-u^2\right)e^{-au^2}\,du .$$

```lean
/-- Powder intensity `S` of the `±1/2 ↔ ±1/2` line for vibrational anisotropy `a`. -/
def sigmaIntensity (a : ℝ) : ℝ := powderIntensity sigmaPattern (fun u => Real.exp (-a * u ^ 2))
```

The weight comes from the harmonic recoil-free fraction $f=e^{-k^2\langle x^2\rangle}$, where $k$ is the wave number of the gamma ray and $\langle x^2\rangle$ the mean-square displacement along it. Let $q$ be the mean-square displacement along the axis and $p$ that along any single direction perpendicular to it. These letters are not a momentum and a coordinate. Then
$$f(u)=\exp\!\left[-k^2\left(p(1-u^2)+q\,u^2\right)\right].$$
Lean reads `-k ^ 2` as $-(k^2)$.

```lean
/-- Recoil-free fraction for wave number `k` and mean-square displacements `p` across and `q`
along the symmetry axis, in the direction with cosine `u`. -/
def recoilFree (k p q u : ℝ) : ℝ := Real.exp (-k ^ 2 * (p * (1 - u ^ 2) + q * u ^ 2))
```

## The intensity difference as one integral

For real $c$ and $d$, linearity gives
$$cP+dS=\int_{-1}^{1}\left[c(1+u^2)+d\left(\tfrac53-u^2\right)\right]e^{-au^2}\,du .$$
The proof obtains integrability from continuity, joins the two integrals and compares the integrands with `ring`.

```lean
/-- A linear combination of the two line intensities is the integral over `u` from `-1` to `1` of
the same combination of the angular patterns, weighted by `exp (-a * u ^ 2)`. -/
theorem line_combination (a c d : ℝ) :
    c * piIntensity a + d * sigmaIntensity a =
      ∫ u in (-1 : ℝ)..1, (c * piPattern u + d * sigmaPattern u) * Real.exp (-a * u ^ 2) := by
  have h1 : IntervalIntegrable (fun u : ℝ => c * (piPattern u * Real.exp (-a * u ^ 2)))
      MeasureTheory.volume (-1) 1 :=
    Continuous.intervalIntegrable (by unfold piPattern; fun_prop) _ _
  have h2 : IntervalIntegrable (fun u : ℝ => d * (sigmaPattern u * Real.exp (-a * u ^ 2)))
      MeasureTheory.volume (-1) 1 :=
    Continuous.intervalIntegrable (by unfold sigmaPattern; fun_prop) _ _
  simp only [piIntensity, sigmaIntensity, powderIntensity]
  rw [← intervalIntegral.integral_const_mul, ← intervalIntegral.integral_const_mul,
    ← intervalIntegral.integral_add h1 h2]
  apply intervalIntegral.integral_congr
  intro u _
  ring
```

With $c=-1$ and $d=1$ this becomes
$$S-P=\int_{-1}^{1}2\left(\tfrac13-u^2\right)e^{-au^2}\,du .$$
The powder average of the bracket is zero, because $\int_{-1}^{1}(\tfrac13-u^2)\,du=\tfrac23-\tfrac23=0$. A constant may therefore be subtracted from the exponential. The useful choice is its value at the magic angle, $u^2=\tfrac13$:
$$S-P=\int_{-1}^{1}2\left(\tfrac13-u^2\right)\left(e^{-au^2}-e^{-a/3}\right)du .$$
In the proof, `h0` is the vanishing integral, `hz` is the same integral multiplied by the constant, and `e` carries out the subtraction.

```lean
/-- The intensity difference of the doublet is the integral over `u` from `-1` to `1` of twice a
product of two factors that both vanish at the magic angle `u ^ 2 = 1 / 3`. -/
theorem asymmetry_identity (a : ℝ) :
    sigmaIntensity a - piIntensity a =
      ∫ u in (-1 : ℝ)..1,
        2 * ((1 / 3 - u ^ 2) * (Real.exp (-a * u ^ 2) - Real.exp (-a / 3))) := by
  -- the powder average of the quadrupolar pattern is zero
  have h0 : (∫ u in (-1 : ℝ)..1, (1 / 3 - u ^ 2)) = 0 := by
    have hc : IntervalIntegrable (fun _ : ℝ => (1 / 3 : ℝ)) MeasureTheory.volume (-1) 1 :=
      Continuous.intervalIntegrable (by fun_prop) _ _
    have hs : IntervalIntegrable (fun u : ℝ => u ^ 2) MeasureTheory.volume (-1) 1 :=
      Continuous.intervalIntegrable (by fun_prop) _ _
    rw [intervalIntegral.integral_sub hc hs, intervalIntegral.integral_const, integral_pow]
    norm_num
  have hz : (∫ u in (-1 : ℝ)..1, 2 * Real.exp (-a / 3) * (1 / 3 - u ^ 2)) = 0 := by
    rw [intervalIntegral.integral_const_mul, h0, mul_zero]
  have h1 : IntervalIntegrable
      (fun u : ℝ => (-1 * piPattern u + 1 * sigmaPattern u) * Real.exp (-a * u ^ 2))
      MeasureTheory.volume (-1) 1 :=
    Continuous.intervalIntegrable (by unfold piPattern sigmaPattern; fun_prop) _ _
  have h2 : IntervalIntegrable (fun u : ℝ => 2 * Real.exp (-a / 3) * (1 / 3 - u ^ 2))
      MeasureTheory.volume (-1) 1 :=
    Continuous.intervalIntegrable (by fun_prop) _ _
  have h := line_combination a (-1) 1
  have e := intervalIntegral.integral_sub h1 h2
  rw [hz, ← h] at e
  calc sigmaIntensity a - piIntensity a
      = -1 * piIntensity a + 1 * sigmaIntensity a - 0 := by ring
    _ = _ := e.symm
    _ = _ := by
      apply intervalIntegral.integral_congr
      intro u _
      simp only [piPattern, sigmaPattern]
      ring
```

## The sign of the anisotropy decides the order

Let $a>0$. Then $e^{-au^2}$ decreases as $u^2$ grows. For $u^2\le\tfrac13$ both factors are nonnegative, and for $u^2\ge\tfrac13$ both are nonpositive, so the integrand is never negative. At $u=0$ it equals $\tfrac23(1-e^{-a/3})>0$. A continuous nonnegative function that is positive somewhere on the interval has a positive integral, hence $P<S$. The two cases of `rcases` are the two ranges of $u^2$, and the final `refine` supplies the point $u=0$.

```lean
/-- For `a > 0` the `±3/2 ↔ ±1/2` line of the powder doublet is the weaker one. -/
theorem pi_lt_sigma {a : ℝ} (ha : 0 < a) : piIntensity a < sigmaIntensity a := by
  rw [← sub_pos, asymmetry_identity]
  apply intervalIntegral.integral_pos (by norm_num) (Continuous.continuousOn (by fun_prop))
  · intro u _
    -- both factors change sign together at the magic angle
    rcases le_total (u ^ 2) (1 / 3) with h | h
    · have h' : Real.exp (-a / 3) ≤ Real.exp (-a * u ^ 2) :=
        Real.exp_le_exp.2 (by nlinarith)
      nlinarith [mul_nonneg (sub_nonneg.2 h) (sub_nonneg.2 h')]
    · have h' : Real.exp (-a * u ^ 2) ≤ Real.exp (-a / 3) :=
        Real.exp_le_exp.2 (by nlinarith)
      nlinarith [mul_nonneg (sub_nonneg.2 h) (sub_nonneg.2 h')]
  · refine ⟨0, by constructor <;> norm_num, ?_⟩
    have h : Real.exp (-a / 3) < Real.exp (-a * 0 ^ 2) := Real.exp_lt_exp.2 (by linarith)
    linarith
```

For $a<0$ the exponential increases with $u^2$, and the two factors have opposite signs. The integrand of $P-S$ is then nonnegative, with the value $\tfrac23(e^{-a/3}-1)>0$ at $u=0$, hence $S<P$.

```lean
/-- For `a < 0` the `±3/2 ↔ ±1/2` line of the powder doublet is the stronger one. -/
theorem sigma_lt_pi {a : ℝ} (ha : a < 0) : sigmaIntensity a < piIntensity a := by
  rw [← sub_pos, ← neg_sub, asymmetry_identity, ← intervalIntegral.integral_neg]
  apply intervalIntegral.integral_pos (by norm_num) (Continuous.continuousOn (by fun_prop))
  · intro u _
    -- now the two factors have opposite signs
    rcases le_total (u ^ 2) (1 / 3) with h | h
    · have h' : Real.exp (-a * u ^ 2) ≤ Real.exp (-a / 3) :=
        Real.exp_le_exp.2 (by nlinarith)
      nlinarith [mul_nonneg (sub_nonneg.2 h) (sub_nonneg.2 h')]
    · have h' : Real.exp (-a / 3) ≤ Real.exp (-a * u ^ 2) :=
        Real.exp_le_exp.2 (by nlinarith)
      nlinarith [mul_nonneg (sub_nonneg.2 h) (sub_nonneg.2 h')]
  · refine ⟨0, by constructor <;> norm_num, ?_⟩
    have h : Real.exp (-a * 0 ^ 2) < Real.exp (-a / 3) := Real.exp_lt_exp.2 (by linarith)
    linarith
```

At $a=0$ the second factor vanishes everywhere and $P=S$; both integrals equal $\tfrac83$. Exactly one of $a<0$, $a=0$, $a>0$ holds, and exactly one of $S<P$, $P=S$, $P<S$ holds, so the three implications become equivalences:
$$P=S\iff a=0,\qquad P<S\iff a>0,\qquad S<P\iff a<0 .$$
This is the Goldanskii–Karyagin effect for an axially symmetric site and this one transition.

```lean
/-- Goldanskii–Karyagin effect: the two lines of the untextured powder doublet are equally strong
exactly when `a = 0`, and the sign of `a` decides which of them is stronger. -/
theorem goldanskii_karyagin (a : ℝ) :
    (piIntensity a = sigmaIntensity a ↔ a = 0) ∧
    (piIntensity a < sigmaIntensity a ↔ 0 < a) ∧
    (sigmaIntensity a < piIntensity a ↔ a < 0) := by
  rcases lt_trichotomy a 0 with ha | ha | ha
  · have h := sigma_lt_pi ha
    refine ⟨⟨?_, ?_⟩, ⟨?_, ?_⟩, ⟨?_, ?_⟩⟩ <;> intro _ <;> linarith
  · have h : sigmaIntensity a - piIntensity a = 0 := by
      rw [asymmetry_identity, ha]
      simp
    refine ⟨⟨?_, ?_⟩, ⟨?_, ?_⟩, ⟨?_, ?_⟩⟩ <;> intro _ <;> linarith
  · have h := pi_lt_sigma ha
    refine ⟨⟨?_, ?_⟩, ⟨?_, ?_⟩, ⟨?_, ?_⟩⟩ <;> intro _ <;> linarith
```

## Limits on the asymmetry

Two further combinations have integrands of fixed sign:
$$5P-3S=\int_{-1}^{1}8u^2e^{-au^2}\,du>0,\qquad 3S-P=\int_{-1}^{1}4(1-u^2)e^{-au^2}\,du>0 .$$
Five times the second plus the first gives $12S>0$. Division by $S$ yields
$$\tfrac35<\frac PS<3$$
for every real $a$. The two bounds are the ratios of the angular patterns at $u=0$ and at $u=\pm1$. An intensity ratio outside this range needs a cause that the model lacks.

```lean
/-- Whatever the anisotropy, the intensity ratio of the powder doublet lies strictly between
`3/5` and `3`. -/
theorem ratio_bounds (a : ℝ) :
    0 < sigmaIntensity a ∧ 3 / 5 < piIntensity a / sigmaIntensity a ∧
      piIntensity a / sigmaIntensity a < 3 := by
  have h1 : 0 < 5 * piIntensity a + (-3) * sigmaIntensity a := by
    rw [line_combination]
    apply intervalIntegral.integral_pos (by norm_num)
      (Continuous.continuousOn (by unfold piPattern sigmaPattern; fun_prop))
    · intro u _
      refine mul_nonneg ?_ (Real.exp_pos _).le
      unfold piPattern sigmaPattern
      nlinarith [sq_nonneg u]
    · refine ⟨1, by constructor <;> norm_num, mul_pos ?_ (Real.exp_pos _)⟩
      norm_num [piPattern, sigmaPattern]
  have h2 : 0 < (-1) * piIntensity a + 3 * sigmaIntensity a := by
    rw [line_combination]
    apply intervalIntegral.integral_pos (by norm_num)
      (Continuous.continuousOn (by unfold piPattern sigmaPattern; fun_prop))
    · intro u hu
      refine mul_nonneg ?_ (Real.exp_pos _).le
      unfold piPattern sigmaPattern
      nlinarith [hu.1, hu.2]
    · refine ⟨0, by constructor <;> norm_num, mul_pos ?_ (Real.exp_pos _)⟩
      norm_num [piPattern, sigmaPattern]
  have hS : 0 < sigmaIntensity a := by linarith
  refine ⟨hS, ?_, ?_⟩
  · rw [lt_div_iff₀ hS]
    linarith
  · rw [div_lt_iff₀ hS]
    linarith
```

## From the doublet to the mean-square displacements

The exponent of the recoil-free fraction splits as
$$-k^2\left(p(1-u^2)+q\,u^2\right)=-k^2p-k^2(q-p)\,u^2 .$$
The factor $e^{-k^2p}$ does not depend on $u$ and leaves the integral. What remains is the earlier weight with $a=k^2(q-p)$, whatever the pattern $w$.

```lean
/-- The intensity of a powder line is the constant `exp (-k ^ 2 * p)` times the intensity for the
angular weight with anisotropy `k ^ 2 * (q - p)`. -/
theorem powder_scaling (w : ℝ → ℝ) (k p q : ℝ) :
    powderIntensity w (recoilFree k p q) = Real.exp (-k ^ 2 * p) *
      powderIntensity w (fun u => Real.exp (-(k ^ 2 * (q - p)) * u ^ 2)) := by
  unfold powderIntensity
  rw [← intervalIntegral.integral_const_mul]
  apply intervalIntegral.integral_congr
  intro u _
  have h : recoilFree k p q u =
      Real.exp (-k ^ 2 * p) * Real.exp (-(k ^ 2 * (q - p)) * u ^ 2) := by
    rw [← Real.exp_add, recoilFree]
    congr 1
    ring
  simp only [h]
  ring
```

The common factor is positive, so it does not affect the order of the lines. For $k\neq0$, $a$ has the sign of $q-p$. The lines are therefore equal exactly when $p=q$, the $\pm3/2\leftrightarrow\pm1/2$ line is the weaker one exactly when $p<q$, and it is the stronger one exactly when $q<p$. Stronger vibration along the axis suppresses absorption for gamma rays along the axis, where this line has its largest pattern. At $k=0$ the lines would be equal for all $p$ and $q$, which is why `hk` is assumed.

The theorem holds for all real $p$ and $q$; physical values are nonnegative. The angular patterns and the harmonic form of $f$, with its axis along that of the site, enter as definitions. To compare measured line areas with these integrals, the experimenter needs a thin absorber or a correction for thickness, and must know which of the two lines is the $\pm3/2\leftrightarrow\pm1/2$ one. For a given nuclide, the sign of the electric field gradient along the axis settles this. Within this harmonic, axially symmetric model, displacements from a lattice-dynamics calculation predict which line is weaker.

```lean
/-- For nonzero wave number, the powder doublet is symmetric exactly when the mean-square
displacements across (`p`) and along (`q`) the axis agree, and the `±3/2 ↔ ±1/2` line is the
weaker one exactly when `p < q`, the stronger one exactly when `q < p`. -/
theorem doublet_reads_vibration {k : ℝ} (hk : k ≠ 0) (p q : ℝ) :
    (powderIntensity piPattern (recoilFree k p q) =
      powderIntensity sigmaPattern (recoilFree k p q) ↔ p = q) ∧
    (powderIntensity piPattern (recoilFree k p q) <
      powderIntensity sigmaPattern (recoilFree k p q) ↔ p < q) ∧
    (powderIntensity sigmaPattern (recoilFree k p q) <
      powderIntensity piPattern (recoilFree k p q) ↔ q < p) := by
  have hP : powderIntensity piPattern (recoilFree k p q) =
      Real.exp (-k ^ 2 * p) * piIntensity (k ^ 2 * (q - p)) := powder_scaling _ k p q
  have hS : powderIntensity sigmaPattern (recoilFree k p q) =
      Real.exp (-k ^ 2 * p) * sigmaIntensity (k ^ 2 * (q - p)) := powder_scaling _ k p q
  have hk2 : 0 < k ^ 2 := by positivity
  have hE : 0 < Real.exp (-k ^ 2 * p) := Real.exp_pos _
  have main := goldanskii_karyagin (k ^ 2 * (q - p))
  rw [hP, hS]
  rcases lt_trichotomy p q with h | h | h
  · have h' := mul_lt_mul_of_pos_left (main.2.1.2 (mul_pos hk2 (sub_pos.2 h))) hE
    refine ⟨⟨?_, ?_⟩, ⟨?_, ?_⟩, ⟨?_, ?_⟩⟩ <;> intro _ <;> linarith
  · have h' := main.1.2 (by rw [h, sub_self, mul_zero])
    rw [h']
    refine ⟨⟨?_, ?_⟩, ⟨?_, ?_⟩, ⟨?_, ?_⟩⟩ <;> intro _ <;> linarith
  · have h' := mul_lt_mul_of_pos_left
      (main.2.2.2 (mul_neg_of_pos_of_neg hk2 (sub_neg.2 h))) hE
    refine ⟨⟨?_, ?_⟩, ⟨?_, ?_⟩, ⟨?_, ?_⟩⟩ <;> intro _ <;> linarith

end

end GoldanskiiKaryagin
```

```lean
#print axioms GoldanskiiKaryagin.ratio_bounds
-- 'GoldanskiiKaryagin.ratio_bounds' depends on axioms: [propext, Classical.choice, Quot.sound]
#print axioms GoldanskiiKaryagin.doublet_reads_vibration
-- 'GoldanskiiKaryagin.doublet_reads_vibration' depends on axioms: [propext, Classical.choice, Quot.sound]
```
